# An odd Ising ring of N spins has exactly 2N configurations with bond sum 2 − N

Put three Ising spins on a triangle and let each pair prefer to be antiparallel. Two spins can point in opposite directions, but the third then agrees with one of them. On any ring with an odd number \(N\) of sites, perfect alternation fails in the same way when the walk around the ring closes. With \(s_i=\pm1\) and energy \(J\sum_i s_i s_{i+1}\), \(J>0\), treating each bond separately gives the lower bound \(-NJ\), which no configuration of an odd ring attains. How many configurations share the lowest energy that is possible?

## Spins and bonds on a closed ring

The sites are the integers modulo \(N\), so site \(N-1\) is followed by site \(0\). The condition `NeZero N` means \(N\ge1\). At \(N=1\) the only bond joins the site to itself, and at \(N=2\) the same pair is joined by two bonds; the results hold there with this counting.

```lean
import Mathlib

open Finset

namespace FrustratedIsingRing

variable {N : ℕ} [NeZero N]
```

A configuration assigns to each site a unit of the integers, \(1\) or \(-1\). These are classical spins, with no transverse field or other quantum term.

```lean
/-- A configuration of Ising spins, each equal to 1 or -1, on a ring of `N` sites. -/
abbrev Config (N : ℕ) := ZMod N → ℤˣ
```

The energy in units of \(J\) is the bond sum

\[
B(s)=\sum_i s_i s_{i+1}.
\]

The coupling is therefore uniform and restricted to nearest neighbours, and there is no external field.

```lean
/-- The sum of the products of neighbouring spins around the ring. -/
def bondSum (s : Config N) : ℤ := ∑ i, (s i : ℤ) * (s (i + 1) : ℤ)
```

Bond \(i\) joins sites \(i\) and \(i+1\). It is frustrated if its two spins are equal, since an antiferromagnetic coupling favours opposite spins. Let \(F(s)\) be the set of frustrated bonds.

```lean
/-- The bonds frustrated for antiferromagnetic coupling: those joining two equal spins.
Bond `i` joins the sites `i` and `i + 1`. -/
def frustrated (s : Config N) : Finset (ZMod N) :=
  univ.filter fun i => s i = s (i + 1)
```

For any set \(A\) of bonds, define \(\sigma_i(A)=1\) if \(i\in A\) and \(\sigma_i(A)=-1\) otherwise.

```lean
/-- The sign pattern that is 1 on the bonds in `A` and -1 on all others. -/
def bondSign (A : Finset (ZMod N)) (i : ZMod N) : ℤˣ := if i ∈ A then 1 else -1
```

## Counting frustrated bonds gives the energy

Two equal spins have product \(1\), and two opposite spins have product \(-1\). Hence

\[
s_i s_{i+1}=\sigma_i(F(s)).
\]

The proof checks the four possible pairs of values.

```lean
/-- The product of two neighbouring spins is the sign of their bond. -/
lemma spin_mul_next (s : Config N) (i : ZMod N) :
    s i * s (i + 1) = bondSign (frustrated s) i := by
  have h : ∀ a b : ℤˣ, a * b = if a = b then 1 else -1 := by
    intro a b
    rcases Int.units_eq_one_or a with rfl | rfl <;>
      rcases Int.units_eq_one_or b with rfl | rfl <;> decide
  rw [h]
  simp [bondSign, frustrated]
```

The product of all signs contains one factor \(-1\) for each bond outside \(A\):

\[
\prod_i\sigma_i(A)=(-1)^{N-|A|}=(-1)^{N+|A|}.
\]

In Lean, a factor \(-1\) is taken out of every sign, which leaves another \(-1\) on each bond in \(A\). The two products are \((-1)^N\) and \((-1)^{|A|}\).

```lean
/-- The product of the bond signs around the ring is fixed by the parity of the number
of sites plus the number of positive bonds. -/
lemma prod_bondSign (A : Finset (ZMod N)) :
    ∏ i, bondSign A i = (-1) ^ (N + A.card) := by
  have h : ∀ i, bondSign A i = (-1) * (if i ∈ A then -1 else 1) := by
    intro i
    unfold bondSign
    split_ifs <;> simp
  rw [Finset.prod_congr rfl (fun i _ => h i), Finset.prod_mul_distrib,
    Finset.prod_ite_mem, pow_add]
  simp [ZMod.card]
```

Each bond contributes \(+1\) to the bond sum if it is frustrated and \(-1\) if not, so

\[
B(s)=|F(s)|-(N-|F(s)|)=2|F(s)|-N.
\]

The code writes each term as twice an indicator minus one, and then sums.

```lean
/-- The bond sum is twice the number of frustrated bonds minus the number of sites. -/
theorem bondSum_eq (s : Config N) :
    bondSum s = 2 * ((frustrated s).card : ℤ) - N := by
  have h : ∀ a b : ℤˣ, (a : ℤ) * (b : ℤ) = 2 * (if a = b then 1 else 0) - 1 := by
    intro a b
    rcases Int.units_eq_one_or a with rfl | rfl <;>
      rcases Int.units_eq_one_or b with rfl | rfl <;> decide
  unfold bondSum frustrated
  simp only [h]
  rw [Finset.sum_sub_distrib, ← Finset.mul_sum, Finset.sum_boole]
  simp [ZMod.card]
```

## Closing the ring fixes a parity

Every spin occurs exactly twice in the product of all bond terms (at \(N=1\), both times in the same term), so

\[
\prod_i s_i s_{i+1}=\Bigl(\prod_i s_i\Bigr)^2=1.
\]

By the sign product above, \((-1)^{N+|F(s)|}=1\), and \(N+|F(s)|\) is even. In the proof, `Equiv.addRight` expresses that shifting every site by one only reorders the product.

```lean
/-- The number of frustrated bonds has the same parity as the number of sites. -/
theorem frustrated_parity (s : Config N) : Even (N + (frustrated s).card) := by
  -- every spin occurs exactly twice in the product around the ring
  have h : ∏ i, s i * s (i + 1) = 1 := by
    have e : ∏ i, s (i + 1) = ∏ i, s i := Equiv.prod_comp (Equiv.addRight (1 : ZMod N)) s
    rw [Finset.prod_mul_distrib, e, Int.units_mul_self]
  rw [Finset.prod_congr rfl (fun i _ => spin_mul_next s i), prod_bondSign] at h
  by_contra hodd
  rw [(Nat.not_even_iff_odd.mp hodd).neg_one_pow] at h
  exact absurd h (by decide)
```

For odd \(N\), the number of frustrated bonds is therefore odd and at least one. Together with \(B=2|F|-N\), this gives \(B(s)\ge 2-N\), a short consequence that the file does not state as a separate theorem.

## One reference spin and the frustrated bonds determine everything

Since \(s_i^2=1\), the bond relation can be solved for the next spin:

\[
s_{i+1}=s_i\,\sigma_i(F(s)).
\]

Two configurations that agree at site \(0\) and have the same frustrated bonds agree at site \(1\), then at site \(2\), and so on. This is the induction on `m`; every site is reached because it is represented by a natural number below \(N\).

```lean
/-- Two configurations with the same spin at site 0 and the same frustrated bonds
are equal. -/
theorem config_ext {s t : Config N} (h0 : s 0 = t 0)
    (hF : frustrated s = frustrated t) : s = t := by
  have step : ∀ (u : Config N) (i : ZMod N),
      u (i + 1) = u i * bondSign (frustrated u) i := by
    intro u i
    rw [← spin_mul_next, ← mul_assoc, Int.units_mul_self, one_mul]
  -- walk around the ring from site 0
  have h : ∀ m : ℕ, s (m : ZMod N) = t (m : ZMod N) := by
    intro m
    induction m with
    | zero => simpa using h0
    | succ m ih => rw [Nat.cast_succ, step s, step t, ih, hF]
  funext i
  have hi := h i.val
  rwa [ZMod.natCast_zmod_val] at hi
```

Conversely, choose a spin \(e=\pm1\) and a bond set \(A\) with \(N+|A|\) even. For \(0\le i<N\), set

\[
s_i=e\prod_{j=0}^{i-1}\sigma_j(A).
\]

Then \(s_0=e\), and \(s_{i+1}=s_i\sigma_i(A)\) for \(i<N-1\). At the last bond, the same relation requires

\[
s_0=s_{N-1}\sigma_{N-1}(A)=e\prod_{j=0}^{N-1}\sigma_j(A),
\]

which holds because the parity condition makes the full product \(1\). Thus \(s_i=s_{i+1}\) exactly when \(\sigma_i(A)=1\), that is, when \(i\in A\).

In the proof, `hb` is the closing condition, `step` is the recursion including the last bond, and `hF` identifies the frustrated set. Uniqueness comes from `config_ext`.

```lean
/-- For every set of bonds of the allowed parity and every choice of the spin at site 0,
exactly one configuration has precisely these bonds frustrated. -/
theorem existsUnique_config (e : ℤˣ) (A : Finset (ZMod N)) (hA : Even (N + A.card)) :
    ∃! s : Config N, s 0 = e ∧ frustrated s = A := by
  have hb : ∏ j ∈ range N, bondSign A (j : ZMod N) = 1 := by
    rw [← hA.neg_one_pow, ← prod_bondSign]
    refine Finset.prod_nbij' (fun j : ℕ => (j : ZMod N)) ZMod.val ?_ ?_ ?_ ?_ ?_
    · intro j _; exact Finset.mem_univ _
    · intro i _; exact Finset.mem_range.mpr (ZMod.val_lt i)
    · intro j hj; exact ZMod.val_cast_of_lt (Finset.mem_range.mp hj)
    · intro i _; exact ZMod.natCast_zmod_val i
    · intro _ _; rfl
  -- multiplying bond signs outward from site 0 is consistent when the ring closes
  have step : ∀ i : ZMod N, ∏ j ∈ range (i + 1).val, bondSign A (j : ZMod N)
      = (∏ j ∈ range i.val, bondSign A (j : ZMod N)) * bondSign A i := by
    intro i
    have hi : i + 1 = ((i.val + 1 : ℕ) : ZMod N) := by
      rw [Nat.cast_add, ZMod.natCast_zmod_val, Nat.cast_one]
    have hv : (i + 1).val = (i.val + 1) % N := by rw [hi, ZMod.val_natCast]
    have key : ∏ j ∈ range (i + 1).val, bondSign A (j : ZMod N)
        = ∏ j ∈ range (i.val + 1), bondSign A (j : ZMod N) := by
      rw [hv]
      rcases Nat.lt_or_ge (i.val + 1) N with h1 | h1
      · rw [Nat.mod_eq_of_lt h1]
      · have h2 : i.val + 1 = N := by
          have := ZMod.val_lt i
          omega
        rw [h2, Nat.mod_self, hb, Finset.prod_range_zero]
    rw [key, Finset.prod_range_succ, ZMod.natCast_zmod_val]
  have hsign : ∀ i, bondSign A i = 1 ↔ i ∈ A := by
    intro i
    unfold bondSign
    split_ifs with h
    · exact ⟨fun _ => h, fun _ => rfl⟩
    · exact ⟨fun h' => absurd h' (by decide), fun h' => absurd h' h⟩
  have h0 : e * ∏ j ∈ range (0 : ZMod N).val, bondSign A (j : ZMod N) = e := by
    simp [ZMod.val_zero]
  have hF : frustrated (fun i : ZMod N =>
      e * ∏ j ∈ range i.val, bondSign A (j : ZMod N)) = A := by
    ext i
    simp only [frustrated, Finset.mem_filter, Finset.mem_univ, true_and]
    rw [step i, mul_right_inj, left_eq_mul, hsign]
  exact ⟨_, ⟨h0, hF⟩, fun t ht => config_ext (ht.1.trans h0.symm) (ht.2.trans hF.symm)⟩
```

## The degeneracy of every level

Configurations with \(k\) frustrated bonds now correspond one to one to pairs \((s_0,A)\) with \(|A|=k\), provided \(N+k\) is even. There are two choices for \(s_0\) and \(\binom Nk\) for \(A\), hence \(2\binom Nk\) configurations. The three goals after `Finset.card_bij` are that the label is admissible, that it is injective and that every label occurs.

```lean
/-- If `k` has the parity of the ring, exactly `2 * N.choose k` configurations have
`k` frustrated bonds. -/
theorem card_frustrated_eq (k : ℕ) (hk : Even (N + k)) :
    (univ.filter fun s : Config N => (frustrated s).card = k).card = 2 * N.choose k := by
  have hc : ((univ : Finset ℤˣ) ×ˢ powersetCard k (univ : Finset (ZMod N))).card
      = 2 * N.choose k := by
    rw [Finset.card_product, Finset.card_powersetCard, Finset.card_univ,
      Finset.card_univ, ZMod.card, Fintype.card_units_int]
  rw [← hc]
  -- label a configuration by its spin at site 0 and its frustrated bonds
  refine Finset.card_bij (fun s _ => (s 0, frustrated s)) ?_ ?_ ?_
  · intro s hs
    exact Finset.mem_product.mpr ⟨Finset.mem_univ _,
      Finset.mem_powersetCard.mpr ⟨Finset.subset_univ _, (Finset.mem_filter.mp hs).2⟩⟩
  · intro s _ t _ hst
    exact config_ext (congrArg Prod.fst hst) (congrArg Prod.snd hst)
  · rintro ⟨e, A⟩ hA
    have hA' : A.card = k :=
      (Finset.mem_powersetCard.mp (Finset.mem_product.mp hA).2).2
    obtain ⟨s, ⟨h0, hF⟩, _⟩ := existsUnique_config e A (by rw [hA']; exact hk)
    exact ⟨s, by simp [hF, hA'], by simp [h0, hF]⟩
```

Because \(B=2|F|-N\), having bond sum \(2k-N\) is the same as having \(k\) frustrated bonds. The number of such configurations is

\[
\begin{cases}
2\binom Nk, & N+k\text{ even},\\
0, & N+k\text{ odd}.
\end{cases}
\]

The second case follows from the parity theorem. For odd \(N\) and \(k=0\) it says that the value \(-N\) never occurs.

```lean
/-- The number of configurations with bond sum `2 k - N` is `2 * N.choose k` if `N + k`
is even, and zero otherwise. -/
theorem level_degeneracy (k : ℕ) :
    (univ.filter fun s : Config N => bondSum s = 2 * (k : ℤ) - N).card
      = if Even (N + k) then 2 * N.choose k else 0 := by
  have h : (univ.filter fun s : Config N => bondSum s = 2 * (k : ℤ) - N)
      = univ.filter fun s : Config N => (frustrated s).card = k := by
    refine Finset.filter_congr fun s _ => ?_
    rw [bondSum_eq]
    omega
  rw [h]
  split_ifs with hk
  · exact card_frustrated_eq k hk
  · rw [Finset.card_eq_zero, Finset.filter_eq_empty_iff]
    intro s _ hs
    exact hk (hs ▸ frustrated_parity s)
```

These counts are an exact reference for enumeration or Monte Carlo codes applied to the classical, uniform, zero-field ring.

## A single defect with N positions

For odd \(N\), take \(k=1\). The count is \(2\binom N1=2N\), at bond sum \(2-N\). On the triangle these are six of the eight configurations; the other two have all spins equal and bond sum \(3\).

```lean
/-- On a ring with an odd number `N` of sites, exactly `2 N` spin configurations have
bond sum `2 - N`. -/
theorem odd_ring_degeneracy (hN : Odd N) :
    (univ.filter fun s : Config N => bondSum s = 2 - (N : ℤ)).card = 2 * N := by
  have h := level_degeneracy (N := N) 1
  rw [if_pos hN.add_one, Nat.choose_one_right] at h
  simpa using h
```

The factor \(N\) is the position of the one frustrated bond, and the factor \(2\) is the spin at site \(0\). For each bond \(j\) and each reference spin \(e\) there is exactly one configuration with \(s_0=e\) and \(F(s)=\{j\}\), by the construction above with \(A=\{j\}\).

```lean
/-- On an odd ring, each bond and each choice of the spin at site 0 belong to exactly one
configuration in which that bond is the only frustrated one. -/
theorem odd_ring_single_defect (hN : Odd N) (e : ℤˣ) (j : ZMod N) :
    ∃! s : Config N, s 0 = e ∧ frustrated s = {j} :=
  existsUnique_config e {j} (by rw [Finset.card_singleton]; exact hN.add_one)

end FrustratedIsingRing
```

```lean
#print axioms FrustratedIsingRing.odd_ring_degeneracy
#print axioms FrustratedIsingRing.odd_ring_single_defect
```

```
'FrustratedIsingRing.odd_ring_degeneracy' depends on axioms: [propext, Classical.choice, Quot.sound]
'FrustratedIsingRing.odd_ring_single_defect' depends on axioms: [propext, Classical.choice, Quot.sound]
```
